# Coherent transmission of two barriers integrated over the round-trip phase, in terms of the incoherent value and the echo phase

Two barriers in series have fixed reflectances R₁ and R₂ in [0,1) and transmittances 1 − R₁ and 1 − R₂, and their coherent transmission depends on the round-trip phase φ through the denominator 1 + R₁R₂ − 2√(R₁R₂) cos φ. `integral_transmission` states that the integral of this transmission over φ from a to b, for any real a and b, is the incoherent transmission (1 − R₁)(1 − R₂)/(1 − R₁R₂) times (b − a) + 2(θ(b) − θ(a)). Here θ(φ) = arctan(r sin φ/(1 − r cos φ)), with r = √(R₁R₂), is the phase of the summed internal echoes 1/(1 − r exp(iφ)). The attempt takes the incoherent value times φ + 2θ(φ) as an antiderivative, checks its derivative by algebra, and applies the fundamental theorem of calculus.

Lean 4 with Mathlib refuses this proof:

```lean
import Mathlib

namespace IntegralTransmission

noncomputable section

/-- Coherent transmission of two barriers with reflectances `R₁`, `R₂` in `[0,1)` and
round-trip phase `φ`. -/
def transmission (R₁ R₂ φ : ℝ) : ℝ :=
  (1 - R₁) * (1 - R₂) / (1 + R₁ * R₂ - 2 * Real.sqrt (R₁ * R₂) * Real.cos φ)

/-- Incoherent transmission of two barriers with reflectances `R₁`, `R₂` in `[0,1)`. -/
def incoherent (R₁ R₂ : ℝ) : ℝ := (1 - R₁) * (1 - R₂) / (1 - R₁ * R₂)

/-- Phase of the summed internal echoes `1 / (1 - r exp(iφ))`, for a round-trip amplitude
`r` in `[0,1)`. -/
def echoPhase (r φ : ℝ) : ℝ := Real.arctan (r * Real.sin φ / (1 - r * Real.cos φ))

/-- For reflectances in `[0,1)` the round-trip amplitude `√(R₁R₂)` lies in `[0,1)`, and its
square is `R₁R₂`. -/
theorem amplitude_bounds {R₁ R₂ : ℝ} (h₁ : 0 ≤ R₁) (h₁' : R₁ < 1) (h₂ : 0 ≤ R₂)
    (h₂' : R₂ < 1) : 0 ≤ Real.sqrt (R₁ * R₂) ∧ Real.sqrt (R₁ * R₂) < 1 ∧
      Real.sqrt (R₁ * R₂) ^ 2 = R₁ * R₂ := by
  have hp : R₁ * R₂ < 1 := by nlinarith [mul_nonneg h₁ (sub_nonneg.2 h₂'.le)]
  have h0 := Real.sqrt_nonneg (R₁ * R₂)
  have hsq := Real.sq_sqrt (mul_nonneg h₁ h₂)
  exact ⟨h0, by nlinarith, hsq⟩

/-- The resonance denominator is positive when the round-trip amplitude lies in `[0,1)`. -/
theorem denominator_pos {r : ℝ} (h0 : 0 ≤ r) (h1 : r < 1) (φ : ℝ) :
    0 < 1 + r ^ 2 - 2 * r * Real.cos φ := by
  nlinarith [mul_nonneg h0 (sub_nonneg.2 (Real.cos_le_one φ)), pow_pos (sub_pos.2 h1) 2]

/-- Rate of change of the echo phase with the round-trip phase, for a round-trip amplitude
in `[0,1)`. -/
theorem hasDerivAt_echoPhase {r : ℝ} (h0 : 0 ≤ r) (h1 : r < 1) (φ : ℝ) :
    HasDerivAt (echoPhase r)
      ((r * Real.cos φ - r ^ 2) / (1 + r ^ 2 - 2 * r * Real.cos φ)) φ := by
  have hc : 0 < 1 - r * Real.cos φ := by
    nlinarith [mul_nonneg h0 (sub_nonneg.2 (Real.cos_le_one φ))]
  have hb := pow_ne_zero 2 hc.ne'
  have hs : HasDerivAt (fun x => r * Real.sin x) (r * Real.cos φ) φ :=
    (Real.hasDerivAt_sin φ).const_mul r
  have hd : HasDerivAt (fun x => 1 - r * Real.cos x) (r * Real.sin φ) φ :=
    (((Real.hasDerivAt_cos φ).const_mul r).const_sub 1).congr_deriv (by ring)
  have h : HasDerivAt (echoPhase r)
      (1 / (1 + (r * Real.sin φ / (1 - r * Real.cos φ)) ^ 2) *
        ((r * Real.cos φ * (1 - r * Real.cos φ) - r * Real.sin φ * (r * Real.sin φ)) /
          (1 - r * Real.cos φ) ^ 2)) φ := (hs.fun_div hd hc.ne').arctan
  -- sin² + cos² = 1 brings in the resonance denominator
  have e1 : 1 + (r * Real.sin φ / (1 - r * Real.cos φ)) ^ 2 =
      (1 + r ^ 2 - 2 * r * Real.cos φ) / (1 - r * Real.cos φ) ^ 2 := by
    rw [eq_div_iff hb, add_mul, div_pow, div_mul_cancel₀ _ hb, one_mul]
    linear_combination r ^ 2 * Real.sin_sq_add_cos_sq φ
  have e2 : r * Real.cos φ * (1 - r * Real.cos φ) - r * Real.sin φ * (r * Real.sin φ) =
      r * Real.cos φ - r ^ 2 := by
    linear_combination -r ^ 2 * Real.sin_sq_add_cos_sq φ
  have key : ∀ D b N : ℝ, D ≠ 0 → b ≠ 0 → 1 / (D / b) * (N / b) = N / D := by
    intro D b N hD hb
    field_simp
  rw [e1, e2, key _ _ _ (denominator_pos h0 h1 φ).ne' hb] at h
  exact h

/-- For reflectances in `[0,1)`, the transmission integrated over a phase window is the incoherent
value times the sum of the window length and twice the change of the echo phase. -/
theorem integral_transmission {R₁ R₂ : ℝ} (h₁ : 0 ≤ R₁) (h₁' : R₁ < 1) (h₂ : 0 ≤ R₂)
    (h₂' : R₂ < 1) (a b : ℝ) :
    ∫ φ in a..b, transmission R₁ R₂ φ = incoherent R₁ R₂ * ((b - a) +
      2 * (echoPhase (Real.sqrt (R₁ * R₂)) b - echoPhase (Real.sqrt (R₁ * R₂)) a)) := by
  obtain ⟨h0, h1, hsq⟩ := amplitude_bounds h₁ h₁' h₂ h₂'
  unfold transmission incoherent
  generalize Real.sqrt (R₁ * R₂) = r at h0 h1 hsq ⊢
  rw [← hsq]
  have hE : 1 - r ^ 2 ≠ 0 := by nlinarith
  have hD := fun x => (denominator_pos h0 h1 x).ne'
  have hder : ∀ x, HasDerivAt
      (fun y => (1 - R₁) * (1 - R₂) / (1 - r ^ 2) * (y + 2 * echoPhase r y))
      ((1 - R₁) * (1 - R₂) / (1 + r ^ 2 - 2 * r * Real.cos x)) x := by
    intro x
    refine (((hasDerivAt_id' x).fun_add
      ((hasDerivAt_echoPhase h0 h1 x).const_mul 2)).const_mul _).congr_deriv ?_
    have e : 1 + 2 * ((r * Real.cos x - r ^ 2) / (1 + r ^ 2 - 2 * r * Real.cos x)) =
        (1 - r ^ 2) / (1 + r ^ 2 - 2 * r * Real.cos x) := by
      rw [eq_div_iff (hD x), add_mul, mul_assoc, div_mul_cancel₀ _ (hD x)]
      ring
    rw [e, ← mul_div_assoc, div_mul_cancel₀ _ hE]
  have hcont : Continuous
      (fun x => (1 - R₁) * (1 - R₂) / (1 + r ^ 2 - 2 * r * Real.cos x)) :=
    continuous_const.div (by fun_prop) hD
  rw [intervalIntegral.integral_eq_sub_of_hasDerivAt (fun x _ => hder x)
    (hcont.intervalIntegrable a b)]
  ring

end

end IntegralTransmission
```

The error:

```
Main.lean:84:49: error: Tactic `rewrite` failed: Did not find an occurrence of the pattern
  ?m.477 / (1 + r ^ 2 - 2 * r * Real.cos x) * (1 + r ^ 2 - 2 * r * Real.cos x)
in the target expression
  1 * (1 + r ^ 2 - 2 * (r * Real.cos x)) +
      2 * ((r * Real.cos x - r ^ 2) / (1 + r ^ 2 - 2 * (r * Real.cos x))) * (1 + r ^ 2 - 2 * (r * Real.cos x)) =
    1 - r ^ 2

R₁ R₂ : ℝ
h₁ : 0 ≤ R₁
h₁' : R₁ < 1
h₂ : 0 ≤ R₂
h₂' : R₂ < 1
a b r : ℝ
h0 : 0 ≤ r
h1 : r < 1
hsq : r ^ 2 = R₁ * R₂
hE : 1 - r ^ 2 ≠ 0
hD : ∀ (x : ℝ), 1 + r ^ 2 - 2 * r * Real.cos x ≠ 0
x : ℝ
⊢ 1 * (1 + r ^ 2 - 2 * (r * Real.cos x)) +
      2 * ((r * Real.cos x - r ^ 2) / (1 + r ^ 2 - 2 * (r * Real.cos x))) * (1 + r ^ 2 - 2 * (r * Real.cos x)) =
    1 - r ^ 2
```

What went wrong. The error is in `e`, the identity that simplifies the derivative. The step `mul_assoc` was meant to regroup `2 * (N / D) * D`, where `N` is `r * Real.cos x - r ^ 2` and `D` is the resonance denominator, so that `N / D * D` would appear. With no arguments given, it settled on the product `2 * r * Real.cos x` inside `D` instead, and turned every copy into `2 * (r * Real.cos x)`.

The pattern of `div_mul_cancel₀ _ (hD x)` is then missing for two reasons: `hD x` still has the denominator in its old form, and the outer product is still grouped as `(2 * (N / D)) * D`. `rw` matches the written form, so equality by associativity doesn't help.

The repair states the cancellation `N / D * D = N` separately as `hcancel`, where nothing has to be found in the goal. After `eq_div_iff` clears the right-hand denominator, `linear_combination 2 * hcancel` uses twice that equation and leaves an identity that `ring` proves, whatever the grouping of the products.

The change, after which it compiles:

```diff
@@ -82,6 +82,7 @@
     have e : 1 + 2 * ((r * Real.cos x - r ^ 2) / (1 + r ^ 2 - 2 * r * Real.cos x)) =
         (1 - r ^ 2) / (1 + r ^ 2 - 2 * r * Real.cos x) := by
-      rw [eq_div_iff (hD x), add_mul, mul_assoc, div_mul_cancel₀ _ (hD x)]
-      ring
+      have hcancel := div_mul_cancel₀ (r * Real.cos x - r ^ 2) (hD x)
+      rw [eq_div_iff (hD x)]
+      linear_combination 2 * hcancel
     rw [e, ← mul_div_assoc, div_mul_cancel₀ _ hE]
   have hcont : Continuous
```
